# Charge transfer between two separated fragments: unequal slopes drive it, piecewise linear energies have an integer minimum

**A:** Let EA and EB be the energies of two separated fragments as functions of a real electron number. If EA is differentiable at a and EB at b, with unequal derivatives, there are arbitrarily small nonzero charge transfers x with

EA(a + x) + EB(b − x) < EA(a) + EB(b).

If instead both curves are affine between consecutive non-negative integers, and the fragments share a whole number N of electrons, then EA(x) + EB(N − x) attains its minimum over 0 ≤ x ≤ N at an integer x.

**Q:** Where does that matter in electronic structure?

**A:** In density functional calculations of a dissociating molecule, where an approximate functional can leave fractional charges on distant atoms. The result treats the limit of non-interacting fragments, with the transferred charge as the only variable.

**Q:** Then show me what "affine between integers" means in the code.

In Lean 4 with Mathlib:

```lean
import Mathlib

open Filter Topology Set

namespace FragmentChargeTransfer

noncomputable section

/-- The energy curve `E` is affine in the electron number between consecutive
non-negative integers. -/
def IsPiecewiseLinear (E : ℝ → ℝ) : Prop :=
  ∀ (n : ℕ) (t : ℝ), 0 ≤ t → t ≤ 1 → E (n + t) = (1 - t) * E n + t * E (n + 1)
```

**A:** `IsPiecewiseLinear E` says that for every natural number n and every t from 0 to 1,

E(n + t) = (1 − t) E(n) + t E(n + 1).

It stands for the zero-temperature ensemble picture: a system with n + t electrons on average is a mixture of its n-electron and (n + 1)-electron ground states, with weights 1 − t and t. The condition is assumed here, not derived from a Hamiltonian.

The energy of the pair is a function of the number x of electrons on fragment A:

```lean
/-- Energy of two separated fragments sharing `N` electrons, with `x` electrons on
fragment A and `N - x` on fragment B. -/
def totalEnergy (EA EB : ℝ → ℝ) (N : ℕ) (x : ℝ) : ℝ := EA x + EB (N - x)
```

There is no Coulomb term between the fragments. I'll write W(x) for `totalEnergy EA EB N x`, and call the partition (x, N − x) an integer partition when x is an integer from 0 to N.

**Q:** Can real data satisfy the condition, or have you assumed something very special?

**A:** Any list of integer-electron energies e(0), e(1), … can be joined by straight segments. With ⌊x⌋ the integer part of x, the interpolated curve is e(⌊x⌋) + (x − ⌊x⌋)(e(⌊x⌋ + 1) − e(⌊x⌋)).

```lean
/-- The energy curve obtained from integer-electron energies `e n` by linear
interpolation between neighbouring electron numbers. -/
def ensembleEnergy (e : ℕ → ℝ) (x : ℝ) : ℝ :=
  e ⌊x⌋₊ + (x - ⌊x⌋₊) * (e (⌊x⌋₊ + 1) - e ⌊x⌋₊)

/-- For any integer-electron energies `e n`, the interpolated curve is piecewise linear
and takes the value `e n` at `n` electrons. -/
theorem ensembleEnergy_witness (e : ℕ → ℝ) :
    IsPiecewiseLinear (ensembleEnergy e) ∧ ∀ n : ℕ, ensembleEnergy e n = e n := by
  have fl : ∀ m : ℕ, ensembleEnergy e m = e m := by
    intro m
    simp [ensembleEnergy]
  refine ⟨?_, fl⟩
  intro n t h0 h1
  have hn1 : ensembleEnergy e ((n : ℝ) + 1) = e (n + 1) := by
    have h := fl (n + 1)
    push_cast at h
    exact h
  rcases h1.eq_or_lt with rfl | h1
  · ring
  · -- strictly inside the segment the integer part is `n`
    have hf : ⌊(n : ℝ) + t⌋₊ = n :=
      (Nat.floor_eq_iff (by positivity)).2 ⟨by linarith, by linarith⟩
    rw [fl n, hn1]
    simp only [ensembleEnergy, hf]
    ring
```

The theorem says that this curve is piecewise linear and returns e(n) at n electrons. For t < 1 the integer part of n + t is n, and the formula can be read off. At t = 1 the integer part jumps to n + 1, so the proof takes that end separately. Nothing requires the e(n) to be convex in n. Convexity is what makes mixing neighbouring electron numbers the cheapest mixture, so it belongs to the physical reading of the curve, but the integer minimum doesn't depend on it.

**Q:** Now the smooth case. Why should unequal slopes move charge?

**A:** Write μA and μB for the derivatives of EA at a and EB at b; these are the chemical potentials. Define the energy along the transfer,

f(x) = EA(a + x) + EB(b − x).

The chain rule gives

f′(0) = μA − μB.

Suppose μA < μB. The quotient (f(x) − f(0))/x tends to a negative number as x → 0, so it is negative for all sufficiently small x ≠ 0. Multiplying by x > 0 gives f(x) < f(0). Electrons lower the energy by moving from B to A, towards the lower chemical potential.

```lean
/-- If fragment A has the lower chemical potential, every sufficiently small transfer of
electrons from B to A lowers the total energy. -/
theorem transfer_to_lower_potential {EA EB : ℝ → ℝ} {a b μA μB : ℝ}
    (hA : HasDerivAt EA μA a) (hB : HasDerivAt EB μB b) (hμ : μA < μB) :
    ∀ᶠ x in 𝓝[>] (0 : ℝ), EA (a + x) + EB (b - x) < EA a + EB b := by
  have h1 : HasDerivAt (fun x => EA (a + x)) μA 0 :=
    HasDerivAt.comp_const_add a 0 (by simpa using hA)
  have h2 : HasDerivAt (fun x => EB (b - x)) (-μB) 0 :=
    HasDerivAt.comp_const_sub b 0 (by simpa using hB)
  -- the slope of the total energy along the transfer is `μA - μB < 0`
  have hneg : μA + -μB < 0 := by linarith
  have hs := (hasDerivAt_iff_tendsto_slope.mp (h1.fun_add h2)).eventually_lt_const hneg
  have hs' := hs.filter_mono (nhdsWithin_mono (0 : ℝ)
    (fun x (hx : x ∈ Ioi (0 : ℝ)) => (mem_Ioi.mp hx).ne'))
  filter_upwards [hs', self_mem_nhdsWithin] with x hx hpos
  have hp : 0 < x := hpos
  simp only [slope_def_field, add_zero, sub_zero] at hx
  rw [div_lt_iff₀ hp] at hx
  linarith
```

The hypothesis `HasDerivAt EA μA a` says that EA has derivative μA at a, and `∀ᶠ x in 𝓝[>] (0 : ℝ)` reads "for all sufficiently small positive x". In the proof, `h1` and `h2` are the two chain-rule derivatives, `hs` makes the quotient negative near zero, `hs'` restricts this to positive x, and `div_lt_iff₀` multiplies by x.

**Q:** And if the inequality goes the other way?

**A:** Exchange the fragments. A small y > 0 moved from A to B lowers the energy, which is the transfer x = −y.

```lean
/-- If the chemical potentials of two fragments differ, there are arbitrarily small
nonzero charge transfers that lower the total energy. -/
theorem exists_small_transfer_lowering_energy {EA EB : ℝ → ℝ} {a b μA μB : ℝ}
    (hA : HasDerivAt EA μA a) (hB : HasDerivAt EB μB b) (hμ : μA ≠ μB)
    {ε : ℝ} (hε : 0 < ε) :
    ∃ x : ℝ, x ≠ 0 ∧ |x| < ε ∧ EA (a + x) + EB (b - x) < EA a + EB b := by
  have hI : ∀ᶠ x in 𝓝[>] (0 : ℝ), x ∈ Ioo 0 ε := Ioo_mem_nhdsGT hε
  rcases lt_or_gt_of_ne hμ with h | h
  · obtain ⟨x, hx, hxI⟩ := ((transfer_to_lower_potential hA hB h).and hI).exists
    exact ⟨x, hxI.1.ne', by rw [abs_of_pos hxI.1]; exact hxI.2, hx⟩
  · -- the electrons now flow the other way
    obtain ⟨y, hy, hyI⟩ := ((transfer_to_lower_potential hB hA h).and hI).exists
    refine ⟨-y, neg_ne_zero.mpr hyI.1.ne', ?_, ?_⟩
    · rw [abs_neg, abs_of_pos hyI.1]
      exact hyI.2
    · rw [← sub_eq_add_neg, sub_neg_eq_add]
      linarith
```

The proof splits on which potential is lower. In each case it intersects "sufficiently small" with the interval (0, ε) and picks a point, so the transfer can be made smaller than any prescribed ε > 0.

**Q:** I see no integers in that theorem. And what if a fragment has no electrons to give?

**A:** The numbers a and b are arbitrary reals, so integers are included as a special case. The theorem doesn't keep electron numbers non-negative, however. With a = 0 and μA > μB, the transfer it supplies would leave A with a negative number. For the physical reading take a and b positive; then small transfers stay in range.

**Q:** Doesn't this contradict your integer minimum? Two different atoms will hardly have equal chemical potentials.

**A:** A piecewise linear curve generally has a kink at an integer, with different slopes on the two sides, and then `HasDerivAt` fails there. Inside a segment the derivative exists and the first result does apply: with unequal slopes, a fractional partition can lower its energy by sliding along the segment.

**Q:** Along which segment? Fragment B has its own kinks.

**A:** As a function of x, its energy also has kinks only at integers, because N is an integer. Let x = n + t with n + 1 ≤ N and 0 ≤ t ≤ 1, and put m = N − n − 1, which is a natural number. Then N − x = m + (1 − t), and

EA(n + t) = (1 − t) EA(n) + t EA(n + 1),

EB(m + (1 − t)) = t EB(m) + (1 − t) EB(m + 1).

Since N − n = m + 1 and N − (n + 1) = m, adding the lines gives

W(n + t) = (1 − t) W(n) + t W(n + 1).

```lean
/-- For piecewise linear fragments sharing an integer number of electrons, the total
energy is affine between consecutive integer partitions. -/
theorem totalEnergy_segment {EA EB : ℝ → ℝ} (hA : IsPiecewiseLinear EA)
    (hB : IsPiecewiseLinear EB) {N n : ℕ} (hn : n + 1 ≤ N) {t : ℝ}
    (h0 : 0 ≤ t) (h1 : t ≤ 1) :
    totalEnergy EA EB N (n + t) =
      (1 - t) * totalEnergy EA EB N n + t * totalEnergy EA EB N (n + 1) := by
  obtain ⟨m, rfl⟩ := Nat.exists_eq_add_of_le hn
  -- fragment B runs backwards through its own segment `[m, m + 1]`
  have h := hB m (1 - t) (by linarith) (by linarith)
  have e1 : (n : ℝ) + 1 + m - (n + t) = m + (1 - t) := by ring
  have e2 : (n : ℝ) + 1 + m - n = m + 1 := by ring
  have e3 : (n : ℝ) + 1 + m - (n + 1) = m := by ring
  simp only [totalEnergy]
  push_cast
  rw [e1, e2, e3, hA n t h0 h1, h]
  ring
```

Here `h` is the line for B, and `e1`, `e2` and `e3` are the three identities for B's electron number.

**Q:** So the minimum sits at an end of some segment.

**A:** Yes. Among the finitely many values W(0), …, W(N), let W(k) be the smallest. For x < N, take n = ⌊x⌋ and t = x − n. Then

W(x) = (1 − t) W(n) + t W(n + 1) ≥ (1 − t) W(k) + t W(k) = W(k).

At x = N the inequality holds by the choice of k. This also covers N = 0, where the interval is a single point.

```lean
/-- For piecewise linear fragments sharing `N` electrons, the total energy over all
partitions, fractional ones included, attains its minimum at an integer partition. -/
theorem exists_integer_minimizer {EA EB : ℝ → ℝ} (hA : IsPiecewiseLinear EA)
    (hB : IsPiecewiseLinear EB) (N : ℕ) :
    ∃ k : ℕ, k ≤ N ∧ ∀ x ∈ Icc (0 : ℝ) N,
      totalEnergy EA EB N k ≤ totalEnergy EA EB N x := by
  -- take the best of the finitely many integer partitions
  obtain ⟨k, hk, hmin⟩ := Finset.exists_min_image (Finset.range (N + 1))
    (fun j : ℕ => totalEnergy EA EB N (j : ℝ)) ⟨0, by simp⟩
  have hle : ∀ j : ℕ, j ≤ N → totalEnergy EA EB N k ≤ totalEnergy EA EB N j :=
    fun j hj => hmin j (Finset.mem_range.mpr (by omega))
  refine ⟨k, by have := Finset.mem_range.mp hk; omega, ?_⟩
  rintro x ⟨hx0, hxN⟩
  rcases hxN.eq_or_lt with rfl | hxN
  · exact hle N le_rfl
  · have hn : ⌊x⌋₊ + 1 ≤ N := (Nat.floor_lt hx0).2 hxN
    have t0 : 0 ≤ x - ⌊x⌋₊ := sub_nonneg.2 (Nat.floor_le hx0)
    have t1 : 0 ≤ 1 - (x - ⌊x⌋₊) := by linarith [Nat.lt_floor_add_one x]
    have hseg := totalEnergy_segment hA hB hn t0 (by linarith)
    rw [add_sub_cancel] at hseg
    have l0 := hle ⌊x⌋₊ (by omega)
    have l1 := hle (⌊x⌋₊ + 1) hn
    push_cast at l1
    rw [hseg]
    nlinarith [mul_nonneg t1 (sub_nonneg.2 l0), mul_nonneg t0 (sub_nonneg.2 l1)]
```

`Finset.exists_min_image` picks k, `hseg` is the segment formula, and the final `nlinarith` multiplies the two energy gaps by their non-negative weights.

**Q:** "Attains its minimum at an integer" still allows fractional partitions of the same energy.

**A:** It does. For two identical piecewise linear fragments sharing one electron, W(x) = E(0) + E(1) for every x from 0 to 1. To exclude ties, suppose that W(k) is strictly below W(j) for every other integer j from 0 to N. If x = N and N ≠ k, the strict inequality is this assumption itself. For x < N with x ≠ k, take n and t as before. If n = k, then t > 0 and the right end W(k + 1) is strictly higher. If n ≠ k, the left end W(n) is strictly higher and has weight 1 − t > 0. Either way W(x) > W(k).

```lean
/-- For piecewise linear fragments, an integer partition strictly lower in energy than
all other integer partitions is strictly lower than every other partition. -/
theorem integer_minimizer_unique {EA EB : ℝ → ℝ} (hA : IsPiecewiseLinear EA)
    (hB : IsPiecewiseLinear EB) {N k : ℕ}
    (hk : ∀ j : ℕ, j ≤ N → j ≠ k → totalEnergy EA EB N k < totalEnergy EA EB N j)
    {x : ℝ} (hx : x ∈ Icc (0 : ℝ) N) (hxk : x ≠ k) :
    totalEnergy EA EB N k < totalEnergy EA EB N x := by
  obtain ⟨hx0, hxN⟩ := hx
  have hle : ∀ j : ℕ, j ≤ N → totalEnergy EA EB N k ≤ totalEnergy EA EB N j := by
    intro j hj
    by_cases h : j = k
    · rw [h]
    · exact (hk j hj h).le
  rcases hxN.eq_or_lt with rfl | hxN
  · exact hk N le_rfl (fun h => hxk (by rw [h]))
  · have hn : ⌊x⌋₊ + 1 ≤ N := (Nat.floor_lt hx0).2 hxN
    have t0 : 0 ≤ x - ⌊x⌋₊ := sub_nonneg.2 (Nat.floor_le hx0)
    have t1 : 0 < 1 - (x - ⌊x⌋₊) := by linarith [Nat.lt_floor_add_one x]
    have hseg := totalEnergy_segment hA hB hn t0 (by linarith)
    rw [add_sub_cancel] at hseg
    have l0 := hle ⌊x⌋₊ (by omega)
    have l1 := hle (⌊x⌋₊ + 1) hn
    push_cast at l1
    rw [hseg]
    by_cases h : ⌊x⌋₊ = k
    · -- the right end of the segment is strictly higher and has positive weight
      have s1 := hk (⌊x⌋₊ + 1) hn (by omega)
      push_cast at s1
      have tpos : 0 < x - ⌊x⌋₊ :=
        lt_of_le_of_ne t0 (fun h' => hxk (by rw [← h]; linarith))
      nlinarith [mul_nonneg t1.le (sub_nonneg.2 l0), mul_pos tpos (sub_pos.2 s1)]
    · -- the left end of the segment is strictly higher and has positive weight
      have s0 := hk ⌊x⌋₊ (by omega) h
      nlinarith [mul_pos t1 (sub_pos.2 s0), mul_nonneg t0 (sub_nonneg.2 l1)]
```

The `by_cases` on `⌊x⌋₊ = k` is this distinction. The statement doesn't list k ≤ N among its hypotheses, but k has to lie in that range to describe a physical partition.

**Q:** And what does a curve do that bends where it should be straight?

**A:** Take the same two identical fragments with one electron, but let E be strictly convex on [0, 1]. For 0 < x < 1 each fragment lies below its chord:

E(x) < (1 − x) E(0) + x E(1),

E(1 − x) < x E(0) + (1 − x) E(1).

The sum is

E(x) + E(1 − x) < E(0) + E(1),

and the right-hand side is the energy of both integer partitions.

```lean
/-- For two identical fragments sharing one electron, with an energy curve strictly convex
between 0 and 1, every fractional partition lies below both integer partitions. -/
theorem convex_curve_delocalizes {E : ℝ → ℝ} (hE : StrictConvexOn ℝ (Icc 0 1) E)
    {x : ℝ} (h0 : 0 < x) (h1 : x < 1) :
    totalEnergy E E 1 x < totalEnergy E E 1 0 ∧
      totalEnergy E E 1 x < totalEnergy E E 1 1 := by
  have m0 : (0 : ℝ) ∈ Icc (0 : ℝ) 1 := ⟨le_rfl, zero_le_one⟩
  have m1 : (1 : ℝ) ∈ Icc (0 : ℝ) 1 := ⟨zero_le_one, le_rfl⟩
  -- each fragment lies below the chord from 0 to 1
  have c1 : E x < (1 - x) * E 0 + x * E 1 := by
    have h := hE.2 m0 m1 zero_ne_one (sub_pos.2 h1) h0 (by ring)
    simpa using h
  have c2 : E (1 - x) < x * E 0 + (1 - x) * E 1 := by
    have h := hE.2 m0 m1 zero_ne_one h0 (sub_pos.2 h1) (by ring)
    simpa using h
  simp only [totalEnergy, Nat.cast_one, sub_zero, sub_self]
  constructor <;> linarith

end

end FragmentChargeTransfer
```

`c1` and `c2` are the two chord inequalities, and `linarith` adds them. In this one-electron model, every fractional partition is therefore too stable compared with the integer ones, which is the pattern called delocalisation error. Whether a particular functional produces such a curve has to be settled for that functional.

```lean
#print axioms FragmentChargeTransfer.exists_small_transfer_lowering_energy
-- 'FragmentChargeTransfer.exists_small_transfer_lowering_energy' depends on axioms: [propext, Classical.choice, Quot.sound]
#print axioms FragmentChargeTransfer.exists_integer_minimizer
-- 'FragmentChargeTransfer.exists_integer_minimizer' depends on axioms: [propext, Classical.choice, Quot.sound]
#print axioms FragmentChargeTransfer.integer_minimizer_unique
-- 'FragmentChargeTransfer.integer_minimizer_unique' depends on axioms: [propext, Classical.choice, Quot.sound]
#print axioms FragmentChargeTransfer.convex_curve_delocalizes
-- 'FragmentChargeTransfer.convex_curve_delocalizes' depends on axioms: [propext, Classical.choice, Quot.sound]
```
